# In a passive isotropic chiral medium, electric and magnetic loss bound the imaginary part of the chirality parameter

Passivity is taken here as a condition on all pairs of complex amplitudes \(E\) and \(H\), with the two fields chosen independently. They are not tied together by the impedance of a single travelling wave. This suits a local material law, because in a superposition of waves the ratio of \(E\) to \(H\) can vary from point to point, and the material should not supply energy at any of them.

## Absorbed power and the bound on chirality

At one frequency, the medium is described by three complex scalars: the permittivity \(\varepsilon\), the permeability \(\mu\) and the chirality parameter \(k\). The displacement \(D\) and the induction \(B\) are

\[
D=\varepsilon E+ikH,\qquad B=-ikE+\mu H .
\]

Units are chosen so that no further constants appear. With a bar for complex conjugation, the dissipation is

\[
W(E,H)=\operatorname{Im}(\bar E D+\bar H B).
\]

For peak amplitudes with time dependence \(e^{-i\omega t}\) and \(\omega>0\), the time-averaged absorbed power density is \(\omega W/2\), so the sign of \(W\) separates absorption from gain. Write \(e=\operatorname{Im}\varepsilon\), \(m=\operatorname{Im}\mu\) and \(\kappa=\operatorname{Im}k\). Then

\[
W(E,H)\ge 0\ \text{ for all } E,H
\quad\Longleftrightarrow\quad
e\ge 0,\quad m\ge 0,\quad \kappa^2\le em .
\]

The real parts of the three parameters play no role.

## Checking fitted material parameters

A frequency-domain solver that accepts \(\varepsilon\), \(\mu\) and \(k\) as input can test these three inequalities at each frequency before it assembles any matrix. The test is useful when the three functions have been fitted separately, for instance by sums of poles. Each fit may look reasonable while the combination violates \(\kappa^2\le em\), and the simulated material then supplies energy to some field pairs. The same test applies to parameters computed from electronic structure by linear response, provided that they enter the local, isotropic model above.

One common simplification deserves attention. If a code sets \(\mu=1\), then \(m=0\), and the bound forces \(\kappa=0\). Within these material relations, a medium with \(\mu=1\) and a chirality parameter that is not real is therefore not passive, however large its electric loss.

As a numerical example, take \(e=0.04\) and \(m=0.01\). The bound allows \(|\kappa|\le 0.02\). For \(\kappa=0.03\), the fields \(E=0.01\) and \(H=0.03\,i\) give \(W=-5\times10^{-6}\), which is gain. These values can serve as a regression check for a routine that evaluates absorbed power. Near equality, a floating-point comparison needs a tolerance, since rounding can change the sign of \(em-\kappa^2\).

## From complex fields to a real quadratic form

Insert the material relations into the dissipation:

\[
\bar E D+\bar H B
=\varepsilon|E|^2+\mu|H|^2+ik(\bar E H-\bar H E).
\]

The bracket is a number minus its own conjugate, so it equals \(2i\operatorname{Im}(\bar E H)\). The cross term is therefore \(-2k\operatorname{Im}(\bar E H)\), and taking the imaginary part gives

\[
W(E,H)=e|E|^2+m|H|^2-2\kappa\operatorname{Im}(\bar E H).
\]

**Necessity.** Choose fields in quadrature, \(E=a\) and \(H=ib\) with real \(a,b\). Then \(\operatorname{Im}(\bar E H)=ab\), and the dissipation becomes

\[
Q(a,b)=ea^2+mb^2-2\kappa ab .
\]

If the medium is passive, \(Q(1,0)=e\ge0\) and \(Q(0,1)=m\ge0\). For \(m>0\), the choice \(a=m\), \(b=\kappa\) gives

\[
Q(m,\kappa)=em^2+m\kappa^2-2m\kappa^2=m(em-\kappa^2)\ge0,
\]

and division by \(m\) yields the third condition. For \(m=0\), use

\[
Q(\kappa,e+1)=e\kappa^2-2\kappa^2(e+1)=-(e+2)\kappa^2\ge0 .
\]

Since \(e+2>0\), this forces \(\kappa=0\), which is the third condition in that case.

**Sufficiency.** Write \(E=E'+iE''\) and \(H=H'+iH''\) with real components. Then \(\operatorname{Im}(\bar E H)=E'H''-E''H'\), and the terms of \(W\) regroup as

\[
W(E,H)=Q(E',H'')+Q(E'',-H').
\]

It remains to show that \(Q(x,y)\ge0\) for real \(x,y\). If \(e>0\), complete the square:

\[
e\,Q(x,y)=(ex-\kappa y)^2+(em-\kappa^2)y^2\ge0 .
\]

If \(e=0\), the third condition reads \(\kappa^2\le0\), so \(\kappa=0\) and \(Q(x,y)=my^2\ge0\).

**Strict absorption.** Every nonzero field pair has \(W>0\) exactly when \(e>0\) and \(\kappa^2<em\). In one direction, the test fields above give \(e>0\), \(m>0\) and \(m(em-\kappa^2)>0\). In the other, the two completed squares add up to

\[
eW=(eE'-\kappa H'')^2+(eE''+\kappa H')^2+(em-\kappa^2)|H|^2 .
\]

This is positive for \(H\ne0\). For \(H=0\) and \(E\ne0\), the dissipation is \(e|E|^2>0\).

**The marginal case.** A passive medium has a nonzero field pair with \(W=0\) exactly when \(\kappa^2=em\). If equality holds and \(m>0\), the pair \(E=m\), \(H=i\kappa\) is lossless. If equality holds and \(m=0\), the pair \(E=0\), \(H=i\) is lossless. If equality fails, passivity leaves \(\kappa^2<em\). Then \(em>0\), so \(e>0\), and the medium absorbs every nonzero pair.

**Vector fields.** In an isotropic medium, the material relations hold separately for each Cartesian component, and the total dissipation is the sum of three scalar ones. The three conditions make every summand nonnegative. Conversely, fields along a single axis reproduce the scalar problem, so the criterion is unchanged.

## The passivity criterion in Lean

```lean
import Mathlib

open Complex ComplexConjugate

namespace ChiralMediumPassivity

noncomputable section

/-- Electric displacement `D = eps E + i k H` of a chiral medium. -/
def displacement (eps k E H : ℂ) : ℂ := eps * E + I * k * H

/-- Magnetic induction `B = -i k E + mu H` of a chiral medium. -/
def induction (mu k E H : ℂ) : ℂ := -I * k * E + mu * H

/-- Dissipation `Im (E* D + H* B)` for the complex field amplitudes `E` and `H`. -/
def dissipation (eps mu k E H : ℂ) : ℝ :=
  (conj E * displacement eps k E H + conj H * induction mu k E H).im

/-- A medium is passive if the dissipation is nonnegative for all field amplitudes. -/
def IsPassive (eps mu k : ℂ) : Prop := ∀ E H : ℂ, 0 ≤ dissipation eps mu k E H

/-- Dissipation of vector fields in an isotropic chiral medium, where the material relations
hold for each Cartesian component. -/
def vectorDissipation (eps mu k : ℂ) (E H : Fin 3 → ℂ) : ℝ :=
  (∑ i, (conj (E i) * displacement eps k (E i) (H i)
    + conj (H i) * induction mu k (E i) (H i))).im

/-- The dissipation is the sum of an electric, a magnetic and a chiral term, each governed by
the imaginary part of one material parameter. -/
theorem dissipation_eq (eps mu k E H : ℂ) :
    dissipation eps mu k E H =
      eps.im * normSq E + mu.im * normSq H - 2 * k.im * (conj E * H).im := by
  simp [dissipation, displacement, induction, normSq_apply]
  ring

/-- For fields in quadrature, `E = a` and `H = i b` with real `a` and `b`, the dissipation is a
real quadratic form in `a` and `b`. -/
theorem dissipation_quadrature (eps mu k : ℂ) (a b : ℝ) :
    dissipation eps mu k (a : ℂ) (I * (b : ℂ)) =
      eps.im * a ^ 2 + mu.im * b ^ 2 - 2 * k.im * a * b := by
  rw [dissipation_eq]
  simp [normSq_apply]
  ring

/-- A real binary quadratic form with nonnegative diagonal and nonnegative determinant is
nonnegative. -/
theorem quadratic_form_nonneg {e m c : ℝ} (he : 0 ≤ e) (hm : 0 ≤ m) (hc : c ^ 2 ≤ e * m)
    (x y : ℝ) : 0 ≤ e * x ^ 2 + m * y ^ 2 - 2 * c * x * y := by
  rcases he.eq_or_lt with h0 | hpos
  · -- without electric loss the cross term has to vanish
    subst h0
    have hc0 : c = 0 := by
      have h : c ^ 2 = 0 := le_antisymm (by linarith) (sq_nonneg c)
      exact pow_eq_zero_iff (two_ne_zero) |>.1 h
    subst hc0
    have := mul_nonneg hm (sq_nonneg y)
    linarith
  · -- otherwise complete the square
    by_contra hneg
    have h1 := mul_neg_of_pos_of_neg hpos (not_le.1 hneg)
    have h2 := mul_nonneg (sub_nonneg.2 hc) (sq_nonneg y)
    have h3 := sq_nonneg (e * x - c * y)
    nlinarith [h1, h2, h3]

/-- A chiral medium is passive exactly when `Im eps ≥ 0`, `Im mu ≥ 0` and
`(Im k)² ≤ Im eps · Im mu`. -/
theorem isPassive_iff (eps mu k : ℂ) :
    IsPassive eps mu k ↔ 0 ≤ eps.im ∧ 0 ≤ mu.im ∧ k.im ^ 2 ≤ eps.im * mu.im := by
  constructor
  · intro h
    have q : ∀ a b : ℝ, 0 ≤ eps.im * a ^ 2 + mu.im * b ^ 2 - 2 * k.im * a * b := by
      intro a b
      rw [← dissipation_quadrature]
      exact h _ _
    have he : 0 ≤ eps.im := by linarith [q 1 0]
    have hm : 0 ≤ mu.im := by linarith [q 0 1]
    refine ⟨he, hm, ?_⟩
    rcases hm.eq_or_lt with h0 | hpos
    · -- no magnetic loss: the test field `E = Im k`, `H = i (Im eps + 1)` forces `Im k = 0`
      have h1 := q k.im (eps.im + 1)
      rw [← h0] at h1 ⊢
      have h2 := mul_nonneg he (sq_nonneg k.im)
      nlinarith [h1, h2, sq_nonneg k.im]
    · -- the test field `E = Im mu`, `H = i Im k` isolates the determinant
      by_contra hneg
      have h1 := mul_pos hpos (sub_pos.2 (not_le.1 hneg))
      have h2 := q mu.im k.im
      nlinarith [h1, h2]
  · rintro ⟨he, hm, hk⟩ E H
    -- the dissipation splits into two real quadratic forms
    have h1 := quadratic_form_nonneg he hm hk E.re H.im
    have h2 := quadratic_form_nonneg he hm hk E.im (-H.re)
    rw [dissipation_eq]
    simp only [normSq_apply, mul_im, conj_re, conj_im]
    nlinarith [h1, h2]

/-- Every nonzero field pair is strictly absorbed exactly when `Im eps > 0` and
`(Im k)² < Im eps · Im mu`. -/
theorem strictly_absorbing_iff (eps mu k : ℂ) :
    (∀ E H : ℂ, (E ≠ 0 ∨ H ≠ 0) → 0 < dissipation eps mu k E H) ↔
      0 < eps.im ∧ k.im ^ 2 < eps.im * mu.im := by
  constructor
  · intro h
    have he := h ((1 : ℝ) : ℂ) (I * ((0 : ℝ) : ℂ)) (Or.inl (by simp))
    have hm := h ((0 : ℝ) : ℂ) (I * ((1 : ℝ) : ℂ)) (Or.inr (by simp))
    rw [dissipation_quadrature] at he hm
    have hm' : 0 < mu.im := by linarith
    have hd := h (mu.im : ℂ) (I * (k.im : ℂ)) (Or.inl (by exact_mod_cast hm'.ne'))
    rw [dissipation_quadrature] at hd
    refine ⟨by linarith, ?_⟩
    by_contra hneg
    have h1 := mul_nonneg hm'.le (sub_nonneg.2 (not_lt.1 hneg))
    nlinarith [h1, hd]
  · rintro ⟨he, hk⟩ E H hEH
    by_cases hH : H = 0
    · subst hH
      have hE : E ≠ 0 := hEH.resolve_right (fun h => h rfl)
      have h1 : dissipation eps mu k E 0 = eps.im * normSq E := by
        simp [dissipation_eq]
      rw [h1]
      exact mul_pos he (normSq_pos.2 hE)
    · -- complete the square in the electric field
      have key : eps.im * dissipation eps mu k E H =
          (eps.im * E.re - k.im * H.im) ^ 2 + (eps.im * E.im + k.im * H.re) ^ 2
            + (eps.im * mu.im - k.im ^ 2) * normSq H := by
        rw [dissipation_eq]
        simp only [normSq_apply, mul_im, conj_re, conj_im]
        ring
      have h1 := mul_pos (sub_pos.2 hk) (normSq_pos.2 hH)
      have h2 : 0 < eps.im * dissipation eps mu k E H := by
        rw [key]
        linarith [sq_nonneg (eps.im * E.re - k.im * H.im),
          sq_nonneg (eps.im * E.im + k.im * H.re)]
      exact (mul_pos_iff_of_pos_left he).1 h2

/-- A passive chiral medium has a nonzero field pair with zero dissipation exactly when
`(Im k)² = Im eps · Im mu`. -/
theorem exists_lossless_field_iff {eps mu k : ℂ} (h : IsPassive eps mu k) :
    (∃ E H : ℂ, (E ≠ 0 ∨ H ≠ 0) ∧ dissipation eps mu k E H = 0) ↔
      k.im ^ 2 = eps.im * mu.im := by
  obtain ⟨he, _, hk⟩ := (isPassive_iff eps mu k).1 h
  constructor
  · rintro ⟨E, H, hne, h0⟩
    by_contra hne'
    have hlt := lt_of_le_of_ne hk hne'
    have he' : 0 < eps.im := by
      refine lt_of_le_of_ne he (fun h1 => ?_)
      rw [← h1] at hlt
      linarith [sq_nonneg k.im]
    have := (strictly_absorbing_iff eps mu k).2 ⟨he', hlt⟩ E H hne
    linarith
  · intro heq
    by_contra hnone
    -- without a lossless field the medium would be strictly absorbing
    have hs := (strictly_absorbing_iff eps mu k).1 (fun E H hne =>
      lt_of_le_of_ne (h E H) (fun h0 => hnone ⟨E, H, hne, h0.symm⟩))
    linarith [hs.2]

/-- For three-component vector fields in an isotropic chiral medium, the dissipation is always
nonnegative exactly under the same three conditions on `eps`, `mu` and `k`. -/
theorem vector_passive_iff (eps mu k : ℂ) :
    (∀ E H : Fin 3 → ℂ, 0 ≤ vectorDissipation eps mu k E H) ↔
      0 ≤ eps.im ∧ 0 ≤ mu.im ∧ k.im ^ 2 ≤ eps.im * mu.im := by
  have hsum : ∀ E H : Fin 3 → ℂ, vectorDissipation eps mu k E H =
      ∑ i, dissipation eps mu k (E i) (H i) := by
    intro E H
    simp only [vectorDissipation, dissipation, Complex.im_sum]
  rw [← isPassive_iff]
  constructor
  · intro h E H
    -- fields polarised along the first axis
    have h1 := h ![E, 0, 0] ![H, 0, 0]
    have h0 : dissipation eps mu k 0 0 = 0 := by simp [dissipation_eq]
    rw [hsum, Fin.sum_univ_three] at h1
    simpa [h0] using h1
  · intro h E H
    rw [hsum]
    exact Finset.sum_nonneg (fun i _ => h (E i) (H i))

end

end ChiralMediumPassivity
```

```lean
#print axioms ChiralMediumPassivity.dissipation_eq
#print axioms ChiralMediumPassivity.exists_lossless_field_iff
#print axioms ChiralMediumPassivity.vector_passive_iff
```

```
'ChiralMediumPassivity.dissipation_eq' depends on axioms: [propext, Classical.choice, Quot.sound]
'ChiralMediumPassivity.exists_lossless_field_iff' depends on axioms: [propext, Classical.choice, Quot.sound]
'ChiralMediumPassivity.vector_passive_iff' depends on axioms: [propext, Classical.choice, Quot.sound]
```

## How the definitions encode fields and material

The material parameters `eps`, `mu`, `k` and the field amplitudes `E`, `H` all have type `ℂ`. The functions `displacement` and `induction` are the two material relations, and `dissipation` returns the real number \(W\). In the code, `conj` is complex conjugation, `.im` takes the imaginary part, and `normSq E` is \(|E|^2\).

The proposition `IsPassive eps mu k` says that \(W\ge0\) for every `E` and every `H`. The theorem `isPassive_iff` states that this is equivalent to the three inequalities. It has no hypotheses on the parameters: zero, negative and real values are all included.

The theorem `strictly_absorbing_iff` uses the condition `E ≠ 0 ∨ H ≠ 0`, so one of the two fields may vanish. It does not list \(m>0\), which already follows from \(e>0\) and \(\kappa^2<em\). The theorem `exists_lossless_field_iff` takes passivity as a hypothesis. This is needed because a medium with gain can also have fields of zero net dissipation, where gain and loss cancel.

For vectors, `Fin 3 → ℂ` is a triple of complex components, and `vectorDissipation` sums over them. The theorem `vector_passive_iff` gives the same three inequalities.

The sign convention is built into `dissipation`. A code that uses \(e^{+i\omega t}\) works with the conjugate amplitudes, so ordinary electric loss appears there as a negative \(\operatorname{Im}\varepsilon\). Its material parameters should be translated to the present convention before the criterion is applied to them.

## How the proof follows the algebra

The lemma `dissipation_eq` is the expansion of \(W\) into an electric, a magnetic and a chiral term. Its proof unfolds the definitions, passes to real and imaginary parts, and leaves a polynomial identity to `ring`. The lemma `dissipation_quadrature` specialises it to \(E=a\), \(H=ib\).

The lemma `quadratic_form_nonneg` proves \(Q(x,y)\ge0\), with the same split into \(e=0\) and \(e>0\). In the second case it argues by contradiction. A negative \(Q\) would make \(eQ\) negative, while the completed square shows that \(eQ\) is a sum of nonnegative terms. The tactic `nlinarith` receives these facts and finds the conflict.

In `isPassive_iff`, the local statement `q` carries passivity over to the real form. The calls `q 1 0` and `q 0 1` give the signs of \(e\) and \(m\), while `q mu.im k.im` and `q k.im (eps.im + 1)` are the two test fields for the third condition. The converse applies `quadratic_form_nonneg` to the pairs \((E',H'')\) and \((E'',-H')\) and adds the results.

In `strictly_absorbing_iff`, the equation `key` is the identity for \(eW\) displayed above. The proof of `exists_lossless_field_iff` reuses that theorem in both directions. Where the derivation by hand names a lossless pair, the Lean proof argues indirectly: if there were none, a passive medium would absorb every nonzero pair, and this contradicts \(\kappa^2=em\).

Finally, `vector_passive_iff` first proves `hsum`, the decomposition into three scalar dissipations. It then tests `![E, 0, 0]` and `![H, 0, 0]` for one direction and adds nonnegative terms for the other.

## One frequency, one point, one isotropic medium

The theorems settle the sign of the dissipation for given complex numbers \(\varepsilon,\mu,k\). They concern exact arithmetic and a linear, local, isotropic response with the stated form of chiral coupling. Anisotropic tensors, a non-reciprocal magnetoelectric coupling and spatial dispersion beyond the chiral term would all require a larger set of material parameters.

Frequency does not appear in the file. For a pole model, the criterion has to hold at every positive frequency in the range of use, and a check on a grid says nothing by itself about the points in between. Causality is a separate requirement on the parameters as functions of frequency. Nor does a passive material law guarantee a stable time-domain scheme, since the discretisation can introduce growth of its own.

Passivity could also have been defined without fields, by requiring the Hermitian matrix

\[
A=\begin{pmatrix} e & i\kappa\\ -i\kappa & m\end{pmatrix}
\]

to be positive semidefinite. This is the anti-Hermitian part of the material matrix divided by \(i\), and its quadratic form on the column \((E,H)\) is \(W\). The three inequalities would stay the same, with \(em-\kappa^2\) now appearing as the determinant of \(A\). The definition would carry over more directly to general \(6\times6\) material matrices, where a code can test the smallest eigenvalue, but the link to absorbed power would become a separate lemma. The file keeps to the scalar definition, in which that link is visible from the start.
